# A kernel condition decides whether det(zS − H) has a z^r term when the overlap S has rank r

Let \(H\) be the Hamiltonian matrix and \(S\) the overlap matrix of finitely many linearly independent basis functions, which need not be orthogonal. The levels are the energies \(z\) for which \(Hx=zSx\) has a solution \(x\neq0\). If \(S_{ij}=\langle\phi_i|\phi_j\rangle\), then \(S\) is invertible. Ultrasoft and projector augmented-wave (PAW) methods use \(S_{ij}=\langle\phi_i|\hat S|\phi_j\rangle\) with an overlap operator \(\hat S\), and independence of the functions alone then does not exclude a singular \(S\). If \(S\) is singular, the number of finite levels is no longer fixed by the basis size alone.

The basis is labelled by a finite type `n`, and the entries lie in a field `K`. Parts (a) to (g) hold over any field and need neither Hermiticity nor positivity; these enter in (h), where the field is \(\mathbb C\).

```lean
import Mathlib

open Polynomial Matrix
open scoped ComplexOrder

namespace SingularOverlap

noncomputable section

variable {n K : Type*} [Fintype n] [DecidableEq n] [Field K]
```

The secular polynomial is \(p_{H,S}(X)=\det(XS-H)\). In Lean, `X` is the polynomial variable and `C` turns a matrix entry into a constant polynomial.

```lean
/-- The secular polynomial `det (z S - H)` of a Hamiltonian matrix `H` and an overlap
matrix `S`, as a polynomial in the energy `z`. -/
def secularPoly (H S : Matrix n n K) : K[X] :=
  ((X : K[X]) • S.map C - H.map C).det
```

The kernel condition says that if \(Sx=0\) and \(Hx=Sy\) for some \(y\), then \(x=0\). Its name, `KernelRegular`, should not be confused with the textbook regularity of a matrix pencil, which asks only that \(p_{H,S}\) is not the zero polynomial.

```lean
omit [DecidableEq n] in
/-- The kernel condition: no nonzero vector `x` in the kernel of the overlap `S` has `H x`
in the range of `S`. -/
def KernelRegular (H S : Matrix n n K) : Prop :=
  ∀ x : n → K, S *ᵥ x = 0 → (∃ y, H *ᵥ x = S *ᵥ y) → x = 0
```

## (a) Inserting an energy

**Task.** Show that the polynomial takes the expected value at each \(z\):
\[
p_{H,S}(z)=\det(zS-H).
\]

**Solution.** A determinant is a sum of signed products of entries. Substituting \(z\) for \(X\) respects sums and products, so it may be done inside the determinant, where \(XS_{ij}-H_{ij}\) becomes \(zS_{ij}-H_{ij}\).

In Lean, substitution is a ring homomorphism, `RingHom.map_det` moves it inside, and the entries are then compared.

```lean
/-- The value of the secular polynomial at the energy `z` is the determinant of `z S - H`. -/
theorem secularPoly_eval (H S : Matrix n n K) (z : K) :
    (secularPoly H S).eval z = (z • S - H).det := by
  unfold secularPoly
  rw [← Polynomial.coe_evalRingHom, RingHom.map_det]
  congr 1
  ext i j
  simp
  ring
```

## (b) The top coefficient of a product

**Task.** Let \(\deg f_i\le m_i\) for every \(i\), and let \(M=\sum_{i\in s}m_i\) for a finite set \(s\). Writing \([X^k]\) for the coefficient of \(X^k\), show that
\[
\deg\prod_{i\in s}f_i\le M,\qquad [X^M]\prod_{i\in s}f_i=\prod_{i\in s}[X^{m_i}]f_i .
\]

**Solution.** Use induction on \(s\). For the empty set the product is 1 and \(M=0\). Now multiply a product \(g\) with \(\deg g\le M\) by a further factor \(f_a\). The degree is at most \(m_a+M\), and
\[
[X^{m_a+M}](f_ag)=\sum_{k+l=m_a+M}[X^k]f_a\,[X^l]g .
\]
Terms with \(k>m_a\) vanish, and \(k<m_a\) forces \(l>M\), so those vanish too. Only \(k=m_a\), \(l=M\) remains. The two cases of the Lean induction are these two steps.

```lean
/-- A product of polynomials of degrees at most `m i` has degree at most the sum of the `m i`,
and its coefficient there is the product of the coefficients at the `m i`. -/
theorem prod_top_coeff {ι : Type*} (s : Finset ι) (f : ι → K[X]) (m : ι → ℕ)
    (h : ∀ i, (f i).natDegree ≤ m i) :
    (∏ i ∈ s, f i).natDegree ≤ ∑ i ∈ s, m i ∧
      (∏ i ∈ s, f i).coeff (∑ i ∈ s, m i) = ∏ i ∈ s, (f i).coeff (m i) := by
  classical
  induction s using Finset.induction_on with
  | empty => simp
  | insert a s ha ih =>
    rw [Finset.prod_insert ha, Finset.sum_insert ha, Finset.prod_insert ha]
    exact ⟨Polynomial.natDegree_mul_le_of_le (h a) ih.1, by
      rw [Polynomial.coeff_mul_add_eq_of_natDegree_le (h a) ih.1, ih.2]⟩
```

## (c) The top coefficient of a determinant

**Task.** Let \(A\) be a square matrix of polynomials with \(\deg A_{ij}\le m_j\). With \(M=\sum_jm_j\), show that
\[
\deg\det A\le M,\qquad [X^M]\det A=\det\big([X^{m_j}]A_{ij}\big)_{ij}.
\]

**Solution.** Expand over permutations:
\[
\det A=\sum_\sigma \operatorname{sgn}(\sigma)\prod_iA_{\sigma(i)\,i}.
\]
Each product takes one entry from every column, so (b) gives the same bound \(M\) for all \(\sigma\). Taking the coefficient of \(X^M\) term by term gives the expansion of the determinant on the right. The Lean proof applies (b) to each permutation as `hp` and treats the signs \(\pm1\) separately.

```lean
/-- If column `j` of a polynomial matrix has degree at most `m j`, its determinant has degree at
most the sum of the `m j`, with coefficient there the determinant of the coefficients at `m j`. -/
theorem det_top_coeff (A : Matrix n n K[X]) (m : n → ℕ)
    (h : ∀ i j, (A i j).natDegree ≤ m j) :
    A.det.natDegree ≤ ∑ j, m j ∧
      A.det.coeff (∑ j, m j) = (Matrix.of fun i j => (A i j).coeff (m j)).det := by
  have hp := fun σ : Equiv.Perm n =>
    prod_top_coeff Finset.univ (fun i => A (σ i) i) m (fun i => h (σ i) i)
  rw [Matrix.det_apply', Matrix.det_apply']
  constructor
  · apply Polynomial.natDegree_sum_le_of_forall_le
    intro σ _
    rcases Int.units_eq_one_or (Equiv.Perm.sign σ) with hs | hs <;>
      simpa [hs] using (hp σ).1
  · rw [Polynomial.finsetSum_coeff]
    refine Finset.sum_congr rfl fun σ _ => ?_
    rcases Int.units_eq_one_or (Equiv.Perm.sign σ) with hs | hs <;>
      simpa [hs] using (hp σ).2
```

## (d) Changing rows and columns

**Task.** For any square \(P,Q\) over the field, show that
\[
p_{PHQ,\,PSQ}=\det P\;p_{H,S}\;\det Q .
\]

**Solution.** Since \(X\,PSQ-PHQ=P(XS-H)Q\), the claim follows from multiplicativity of the determinant. Lean first identifies the determinant of a constant polynomial matrix with a constant, in `hd`.

```lean
/-- Multiplying both `H` and `S` by `P` on the left and `Q` on the right multiplies the secular
polynomial by the determinants of `P` and `Q`. -/
theorem secularPoly_transform (P Q H S : Matrix n n K) :
    secularPoly (P * H * Q) (P * S * Q) = C P.det * secularPoly H S * C Q.det := by
  have hd : ∀ A : Matrix n n K, (A.map C).det = C A.det :=
    fun A => (RingHom.map_det C A).symm
  unfold secularPoly
  rw [← hd P, ← hd Q, ← Matrix.det_mul, ← Matrix.det_mul]
  congr 1
  simp only [Matrix.map_mul, Matrix.mul_sub, Matrix.sub_mul, Matrix.mul_smul, Matrix.smul_mul]
```

## (e) Invariance of the kernel condition

**Task.** For invertible \(P,Q\), show that
\[
(PHQ,PSQ)\text{ satisfies the kernel condition}\iff(H,S)\text{ does}.
\]

**Solution.** Assume the condition for the transformed pair, and let \(Sx=0\), \(Hx=Sy\). Write \(x=Qu\), \(y=Qw\). Then \(PSQu=0\) and \(PHQu=PSQw\), so \(u=0\) and \(x=0\).

Conversely, assume the condition for \((H,S)\), and let \(PSQu=0\), \(PHQu=PSQw\). Cancelling \(P\) gives \(S(Qu)=0\) and \(H(Qu)=S(Qw)\). Hence \(Qu=0\), and \(u=0\).

In Lean, `surj` supplies \(u\) and \(w\), and `inj` cancels an invertible matrix.

```lean
/-- The kernel condition is unchanged when `H` and `S` are both multiplied by an invertible `P`
on the left and an invertible `Q` on the right. -/
theorem kernelRegular_transform (P Q H S : Matrix n n K) (hP : IsUnit P.det)
    (hQ : IsUnit Q.det) : KernelRegular (P * H * Q) (P * S * Q) ↔ KernelRegular H S := by
  have inj : ∀ A : Matrix n n K, IsUnit A.det → ∀ v w, A *ᵥ v = A *ᵥ w → v = w := by
    intro A hA v w h
    have h' := congrArg (fun u => A⁻¹ *ᵥ u) h
    simpa only [Matrix.mulVec_mulVec, Matrix.nonsing_inv_mul A hA, Matrix.one_mulVec] using h'
  have surj : ∀ x, ∃ u, Q *ᵥ u = x := fun x =>
    ⟨Q⁻¹ *ᵥ x, by rw [Matrix.mulVec_mulVec, Matrix.mul_nonsing_inv Q hQ, Matrix.one_mulVec]⟩
  have split : ∀ (A : Matrix n n K) u, (P * A * Q) *ᵥ u = P *ᵥ (A *ᵥ (Q *ᵥ u)) := by
    intro A u
    rw [Matrix.mulVec_mulVec, Matrix.mulVec_mulVec, Matrix.mul_assoc]
  constructor
  · rintro h x hx ⟨y, hy⟩
    obtain ⟨u, rfl⟩ := surj x
    obtain ⟨w, rfl⟩ := surj y
    rw [h u (by rw [split, hx, Matrix.mulVec_zero]) ⟨w, by rw [split, split, hy]⟩,
      Matrix.mulVec_zero]
  · rintro h u hu ⟨w, hw⟩
    rw [split] at hu
    rw [split, split] at hw
    have hz := h (Q *ᵥ u) (inj P hP _ _ (by rw [hu, Matrix.mulVec_zero]))
      ⟨Q *ᵥ w, inj P hP _ _ hw⟩
    exact inj Q hQ _ _ (by rw [hz, Matrix.mulVec_zero])
```

## (f) A diagonal overlap

**Task.** Let \(D=\operatorname{diag}(d)\) have rank \(r\). Show that
\[
\deg p_{H,D}\le r,\qquad [X^r]p_{H,D}\neq0\iff(H,D)\text{ satisfies the kernel condition}.
\]

**Solution.** Put \(m_j=1\) if \(d_j\neq0\) and \(m_j=0\) otherwise, so that \(\sum_jm_j=r\). Column \(j\) of \(XD-H\) has degree at most \(m_j\), and (c) gives the bound. The matrix of top coefficients has column \(j\) of \(D\) where \(d_j\neq0\), and minus column \(j\) of \(H\) where \(d_j=0\). Let \(E\) be the diagonal projector onto \(\ker D\). Then
\[
[X^r]p_{H,D}=\det(D-HE).
\]
This vanishes exactly when \(Dv=HEv\) for some \(v\neq0\).

Suppose \(x\neq0\), \(Dx=0\) and \(Hx=Dy\). Set \(v_i=x_i\) where \(d_i=0\) and \(v_i=y_i\) elsewhere. Then \(Ev=x\) and \(Dv=Dy\), so \((D-HE)v=Dy-Hx=0\), with \(v\neq0\) because \(Ev\neq0\).

Conversely, let the kernel condition hold and \(Dv=HEv\). The vector \(x=Ev\) satisfies \(Dx=0\) and \(Hx=Dv\), so \(Ev=0\), and then \(Dv=0\). The first equation removes the components of \(v\) with \(d_i=0\), the second all others, so \(v=0\).

In the code, `hr` counts the rank, `hc` is the displayed determinant, and the last two blocks are the two arguments about \(v\).

```lean
/-- For a diagonal overlap, the secular polynomial has degree at most the rank of the overlap,
and its coefficient there is nonzero exactly under the kernel condition. -/
theorem secularPoly_diagonal (H : Matrix n n K) (d : n → K) :
    (secularPoly H (diagonal d)).natDegree ≤ (diagonal d).rank ∧
      ((secularPoly H (diagonal d)).coeff (diagonal d).rank ≠ 0 ↔
        KernelRegular H (diagonal d)) := by
  classical
  have hr : (diagonal d).rank = ∑ i, (if d i = 0 then 0 else 1) := by
    rw [Matrix.rank_diagonal, Fintype.card_subtype, Finset.card_filter]
    exact Finset.sum_congr rfl fun i _ => by by_cases h : d i = 0 <;> simp [h]
  have hd0 : ∀ i j, d j = 0 → diagonal d i j = 0 := by
    intro i j h
    rcases eq_or_ne i j with rfl | hij
    · simp [h]
    · exact Matrix.diagonal_apply_ne d hij
  have hA : ∀ i j, ((X : K[X]) • (diagonal d).map C - H.map C) i j =
      X * C (diagonal d i j) - C (H i j) := fun _ _ => rfl
  obtain ⟨h1, h2⟩ := det_top_coeff ((X : K[X]) • (diagonal d).map C - H.map C)
    (fun j => if d j = 0 then 0 else 1) (by
      intro i j
      rw [hA]
      by_cases h : d j = 0
      · simp [hd0 i j h, h]
      · simp only [if_neg h]
        compute_degree)
  -- `e` is the indicator of the indices where `d` vanishes
  obtain ⟨e, he⟩ : ∃ e : n → K, ∀ i, e i = if d i = 0 then 1 else 0 := ⟨_, fun _ => rfl⟩
  have hc : (secularPoly H (diagonal d)).coeff (diagonal d).rank =
      (diagonal d - H * diagonal e).det := by
    rw [hr]
    refine h2.trans (congrArg Matrix.det ?_)
    ext i j
    rw [Matrix.of_apply, hA, Matrix.sub_apply, Matrix.mul_diagonal, he]
    by_cases h : d j = 0
    · simp [hd0 i j h, h]
    · simp [h, Polynomial.coeff_C]
  have hm : ∀ v, (diagonal d - H * diagonal e) *ᵥ v =
      diagonal d *ᵥ v - H *ᵥ (diagonal e *ᵥ v) := by
    intro v
    rw [Matrix.sub_mulVec, Matrix.mulVec_mulVec]
  refine ⟨by rw [hr]; exact h1, ?_⟩
  rw [hc, Ne, ← Matrix.exists_mulVec_eq_zero_iff]
  constructor
  · rintro hno x hx ⟨y, hy⟩
    by_contra hx0
    have hxi : ∀ i, d i ≠ 0 → x i = 0 := fun i h => by
      simpa [Matrix.mulVec_diagonal, h] using congrFun hx i
    -- take the entries of `x` where `d` vanishes and those of `y` elsewhere
    obtain ⟨v, hv⟩ : ∃ v : n → K, ∀ i, v i = if d i = 0 then x i else y i :=
      ⟨_, fun _ => rfl⟩
    have hev : diagonal e *ᵥ v = x := by
      ext i
      by_cases h : d i = 0
      · simp [Matrix.mulVec_diagonal, he, hv, h]
      · simp [Matrix.mulVec_diagonal, he, h, hxi i h]
    have hdv : diagonal d *ᵥ v = diagonal d *ᵥ y := by
      ext i
      by_cases h : d i = 0 <;> simp [Matrix.mulVec_diagonal, hv, h]
    refine hno ⟨v, fun h0 => hx0 (by rw [← hev, h0, Matrix.mulVec_zero]), ?_⟩
    rw [hm, hev, hdv, hy, sub_self]
  · rintro hreg ⟨v, hv0, hv⟩
    rw [hm, sub_eq_zero] at hv
    have hx := hreg (diagonal e *ᵥ v)
      (by ext i; by_cases h : d i = 0 <;> simp [Matrix.mulVec_diagonal, he, h]) ⟨v, hv.symm⟩
    rw [hx, Matrix.mulVec_zero] at hv
    apply hv0
    ext i
    by_cases h : d i = 0
    · simpa [Matrix.mulVec_diagonal, he, h] using congrFun hx i
    · simpa [Matrix.mulVec_diagonal, h] using congrFun hv i
```

## (g) A general overlap

**Task.** For arbitrary square \(H,S\) with \(r=\operatorname{rank}S\), show that
\[
\deg p_{H,S}\le r,\qquad [X^r]p_{H,S}\neq0\iff(H,S)\text{ satisfies the kernel condition}.
\]

**Solution.** Adding multiples of rows to rows and of columns to columns brings \(S\) to diagonal form, \(PSQ=D\), with \(\det P=\det Q=1\). By (d), \(p_{PHQ,D}=p_{H,S}\). The rank is unchanged, and so is the kernel condition, by (e). Part (f), applied to \(PHQ\) and \(D\), gives the claim. \(PHQ\) need not be Hermitian even if \(H\) is, which does no harm because (f) never asks for it.

Lean takes the elimination from Mathlib's transvection theorem, starts from (f) for \(PHQ\) and \(D\), and rewrites it with (d), (e) and the invariance of the rank.

```lean
/-- For any square `H` and `S`, `det (z S - H)` has degree at most `r = rank S`, and its `z ^ r`
coefficient is nonzero iff no nonzero `x` in the kernel of `S` has `H x` in the range of `S`. -/
theorem secularPoly_degree_and_top_coeff (H S : Matrix n n K) :
    (secularPoly H S).natDegree ≤ S.rank ∧
      ((secularPoly H S).coeff S.rank ≠ 0 ↔ KernelRegular H S) := by
  -- elimination brings the overlap to diagonal form with unimodular factors
  obtain ⟨P, Q, d, hP, hQ, hd⟩ : ∃ P Q : Matrix n n K, ∃ d : n → K,
      P.det = 1 ∧ Q.det = 1 ∧ P * S * Q = diagonal d := by
    obtain ⟨L, L', d, hd⟩ :=
      Matrix.Pivot.exists_list_transvec_mul_mul_list_transvec_eq_diagonal S
    exact ⟨_, _, d, Matrix.TransvectionStruct.det_toMatrix_prod L,
      Matrix.TransvectionStruct.det_toMatrix_prod L', hd⟩
  have uP : IsUnit P.det := by rw [hP]; exact isUnit_one
  have uQ : IsUnit Q.det := by rw [hQ]; exact isUnit_one
  have h := secularPoly_diagonal (P * H * Q) d
  rw [← hd, secularPoly_transform, kernelRegular_transform P Q H S uP uQ, hP, hQ,
    Polynomial.C_1, one_mul, mul_one, Matrix.rank_mul_eq_left_of_isUnit_det _ _ uQ,
    Matrix.rank_mul_eq_right_of_isUnit_det _ _ uP] at h
  exact h
```

## (h) Number and reality of the levels

**Task.** Let \(H\) be Hermitian, \(S\) positive semidefinite of rank \(r\), and let the kernel condition hold. Show that, with multiplicity,
\[
\#\{\text{roots of }p_{H,S}\}=r,\qquad \operatorname{Im}z=0\text{ for every root }z.
\]

**Solution.** By (g) the degree is exactly \(r\), and over \(\mathbb C\) a nonzero polynomial has as many roots as its degree. For a root \(z\), (a) gives \(x\neq0\) with \(Hx=zSx\), hence
\[
z\,x^\dagger Sx=x^\dagger Hx .
\]
If \(x^\dagger Sx=0\), positivity gives \(Sx=0\), so \(Hx=0=S0\), and the kernel condition forces \(x=0\), a contradiction. Both quadratic forms are real, so \(z=x^\dagger Hx/x^\dagger Sx\) is real; with \(x^\dagger Sx=1\) it is \(x^\dagger Hx\).

In Lean, `hq` excludes zero norm, and `e1` and `e2` are the displayed equation and its conjugate.

For fixed finite matrices, this gives the number of finite levels in a generalised eigenproblem of electronic structure. The kernel condition is assumed. It holds automatically if \(S\) is invertible, and \(r\) is then the basis size; if \(S\) is singular, it must be checked for the matrices at hand. It fails if \(S_{ij}=\langle\phi_i|\phi_j\rangle\) is singular through linearly dependent basis functions and \(H\) represents an operator on them: then \(Sx=0\) implies \(Hx=0\), and \(\det(zS-H)\) vanishes for all \(z\).

```lean
/-- For Hermitian `H` and positive semidefinite `S` satisfying the kernel condition, the secular
polynomial has exactly `rank S` roots, counted with multiplicity, and all of them are real. -/
theorem real_levels (H S : Matrix n n ℂ) (hH : H.IsHermitian) (hS : S.PosSemidef)
    (hreg : KernelRegular H S) :
    (secularPoly H S).roots.card = S.rank ∧ ∀ z ∈ (secularPoly H S).roots, z.im = 0 := by
  obtain ⟨hdeg, htop⟩ := secularPoly_degree_and_top_coeff H S
  constructor
  · rw [Polynomial.splits_iff_card_roots.mp (IsAlgClosed.splits (secularPoly H S))]
    exact le_antisymm hdeg (Polynomial.le_natDegree_of_ne_zero (htop.mpr hreg))
  · intro z hz
    have hroot : (secularPoly H S).eval z = 0 := (Polynomial.mem_roots'.mp hz).2
    rw [secularPoly_eval, ← Matrix.exists_mulVec_eq_zero_iff] at hroot
    obtain ⟨x, hx0, hx⟩ := hroot
    rw [Matrix.sub_mulVec, Matrix.smul_mulVec, sub_eq_zero] at hx
    have real : ∀ A : Matrix n n ℂ, A.IsHermitian →
        star (star x ⬝ᵥ A *ᵥ x) = star x ⬝ᵥ A *ᵥ x := by
      intro A hA
      rw [← Matrix.star_dotProduct, Matrix.star_mulVec, hA.eq, ← Matrix.dotProduct_mulVec]
    -- a vector of zero norm would violate the kernel condition
    have hq : star x ⬝ᵥ S *ᵥ x ≠ 0 := by
      intro h0
      have hSx := (hS.dotProduct_mulVec_zero_iff x).mp h0
      exact hx0 (hreg x hSx ⟨0, by rw [← hx, hSx, smul_zero, Matrix.mulVec_zero]⟩)
    have e1 : z * (star x ⬝ᵥ S *ᵥ x) = star x ⬝ᵥ H *ᵥ x := by
      rw [← hx, dotProduct_smul, smul_eq_mul]
    have e2 := congrArg star e1
    rw [star_mul', real S hS.isHermitian, real H hH, ← e1] at e2
    exact Complex.conj_eq_iff_im.mp (mul_right_cancel₀ hq e2)
```

## (i) A rank-one overlap with no finite level

**Task.** For \(S=\operatorname{diag}(1,0)\) and \(H=\begin{pmatrix}0&1\\1&0\end{pmatrix}\), show that
\[
\operatorname{rank}S=1,\qquad p_{H,S}=-1 .
\]

**Solution.** One diagonal entry of \(S\) is nonzero, so the rank is 1. The determinant is
\[
\det\begin{pmatrix}X&-1\\-1&0\end{pmatrix}=X\cdot0-(-1)(-1)=-1 .
\]
There is no root. The kernel condition fails, since \(x=(0,1)^T\) has \(Sx=0\) and \(Hx=(1,0)^T=S(1,0)^T\). The example does not arise from \(S_{ij}=\langle\phi_i|\phi_j\rangle\) and \(H_{ij}=\langle\phi_i|\hat H|\phi_j\rangle\): there \(S_{22}=0\) would mean \(\phi_2=0\), and hence \(H_{12}=0\). Lean counts the nonzero diagonal entries and expands the \(2\times2\) determinant.

```lean
/-- The degree can drop below the rank: for the overlap `diag (1, 0)`, of rank one, and the
Hamiltonian with zero diagonal and unit coupling, the secular polynomial is the constant `-1`. -/
theorem degree_drop :
    (diagonal ![(1 : ℂ), 0]).rank = 1 ∧
      secularPoly !![(0 : ℂ), 1; 1, 0] (diagonal ![1, 0]) = -1 := by
  constructor
  · rw [Matrix.rank_diagonal, Fintype.card_subtype, Finset.card_filter]
    simp
  · simp [secularPoly, Matrix.det_fin_two]

end

end SingularOverlap
```

```lean
#print axioms SingularOverlap.secularPoly_diagonal
#print axioms SingularOverlap.real_levels
#print axioms SingularOverlap.degree_drop
```

```
'SingularOverlap.secularPoly_diagonal' depends on axioms: [propext, Classical.choice, Quot.sound]
'SingularOverlap.real_levels' depends on axioms: [propext, Classical.choice, Quot.sound]
'SingularOverlap.degree_drop' depends on axioms: [propext, Classical.choice, Quot.sound]
```
